# An energy filter between Fermi reservoirs: occupation difference and the Carnot value

A conductor that passes electrons only at one energy \(E_0\) joins a hot and a cold electron reservoir held at different electrochemical potentials, and the question is at which bias electrons still flow from hot to cold and do work. Carnot's theorem bounds every engine working between two temperatures, whereas the bound here concerns only elastic Landauer currents through finitely many channels.

In Lean 4 with Mathlib:

```lean
import Mathlib

open scoped BigOperators

namespace EnergyFilterThermoelectric

noncomputable section

/-- An electron reservoir with positive temperature `T` (units with `k_B = 1`) and
electrochemical potential `μ`. -/
structure Reservoir where
  T : ℝ
  μ : ℝ
  T_pos : 0 < T

/-- The Fermi function of the dimensionless energy `x`. -/
def occ (x : ℝ) : ℝ := 1 / (1 + Real.exp x)

/-- The energy `E` measured from the potential of the reservoir in units of its
temperature. -/
def reduced (r : Reservoir) (E : ℝ) : ℝ := (E - r.μ) / r.T

/-- The Fermi-Dirac occupation of the reservoir at energy `E`. -/
def fermi (r : Reservoir) (E : ℝ) : ℝ := occ (reduced r E)

/-- The Carnot value `1 - Tc / Th`. -/
def carnot (hot cold : Reservoir) : ℝ := 1 - cold.T / hot.T

/-- The efficiency of a filter at `E0`: work `μc - μh` per electron over the heat
`E0 - μh` per electron taken from the hot reservoir. -/
def filterEfficiency (hot cold : Reservoir) (E0 : ℝ) : ℝ :=
  (cold.μ - hot.μ) / (E0 - hot.μ)

variable {ι : Type*} [Fintype ι]

/-- The Landauer particle current from hot to cold in channel `i`, which has energy `ε i`
and transmission weight `w i`. -/
def current (hot cold : Reservoir) (w ε : ι → ℝ) (i : ι) : ℝ :=
  w i * (fermi hot (ε i) - fermi cold (ε i))

/-- The heat current referred to reservoir `r` that is carried by the channel currents `j`:
each electron carries its energy minus the potential of `r`. -/
def heatFlow (r : Reservoir) (ε j : ι → ℝ) : ℝ := ∑ i, (ε i - r.μ) * j i

/-- The electrical power delivered by the channel currents `j` against the bias `μc - μh`. -/
def power (hot cold : Reservoir) (j : ι → ℝ) : ℝ := (cold.μ - hot.μ) * ∑ i, j i

/-- The entropy production rate: heat into the cold reservoir over `Tc` minus heat out of
the hot reservoir over `Th`. -/
def entropyProduction (hot cold : Reservoir) (ε j : ι → ℝ) : ℝ :=
  heatFlow cold ε j / cold.T - heatFlow hot ε j / hot.T

/-- The Fermi function decreases strictly with the dimensionless energy. -/
theorem occ_strictAnti : StrictAnti occ := by
  intro x y h
  have h1 := Real.exp_lt_exp.mpr h
  have h2 := Real.exp_pos x
  show 1 / (1 + Real.exp y) < 1 / (1 + Real.exp x)
  exact one_div_lt_one_div_of_lt (by linarith) (by linarith)

/-- The occupation at `x` is below that at `y` exactly when `y < x`. -/
theorem occ_lt_occ_iff (x y : ℝ) : occ x < occ y ↔ y < x := by
  constructor
  · intro h
    by_contra hn
    have := occ_strictAnti.antitone (not_lt.mp hn)
    linarith
  · exact fun h => occ_strictAnti h

/-- For `E0 ≠ μh`, the cold reduced energy minus the hot reduced energy at `E0` is the
product of `(E0 - μh) / Tc` and the gap given by the Carnot
value minus the filter efficiency. -/
theorem reduced_gap (hot cold : Reservoir) {E0 : ℝ} (hE : E0 ≠ hot.μ) :
    reduced cold E0 - reduced hot E0
      = (E0 - hot.μ) / cold.T * (carnot hot cold - filterEfficiency hot cold E0) := by
  have hne : E0 - hot.μ ≠ 0 := sub_ne_zero.mpr hE
  have hh : hot.T ≠ 0 := hot.T_pos.ne'
  have hc : cold.T ≠ 0 := cold.T_pos.ne'
  unfold reduced carnot filterEfficiency
  field_simp
  ring

/-- For a filter at `E0 > μh`, the hot occupation exceeds the cold one at `E0` if and only
if the efficiency `(μc - μh) / (E0 - μh)` is below `1 - Tc / Th`. -/
theorem hot_exceeds_cold_iff_below_carnot (hot cold : Reservoir) {E0 : ℝ}
    (hE : hot.μ < E0) :
    fermi cold E0 < fermi hot E0 ↔ filterEfficiency hot cold E0 < carnot hot cold := by
  have key := reduced_gap hot cold hE.ne'
  have hpos : 0 < (E0 - hot.μ) / cold.T := div_pos (sub_pos.mpr hE) cold.T_pos
  -- compare reduced energies, then read off the sign of the gap
  unfold fermi
  rw [occ_lt_occ_iff]
  constructor
  · intro h
    have h0 : 0 < (E0 - hot.μ) / cold.T
        * (carnot hot cold - filterEfficiency hot cold E0) := by
      rw [← key]
      exact sub_pos.mpr h
    exact sub_pos.mp ((mul_pos_iff_of_pos_left hpos).mp h0)
  · intro h
    have h0 := mul_pos hpos (sub_pos.mpr h)
    rw [← key] at h0
    exact sub_pos.mp h0

/-- For `E0 ≠ μh`, the two occupations at `E0` are equal if and only if the filter
efficiency equals the Carnot value. -/
theorem occupations_eq_iff_carnot (hot cold : Reservoir) {E0 : ℝ} (hE : E0 ≠ hot.μ) :
    fermi hot E0 = fermi cold E0 ↔ filterEfficiency hot cold E0 = carnot hot cold := by
  have key := reduced_gap hot cold hE
  unfold fermi
  rw [occ_strictAnti.injective.eq_iff]
  constructor
  · intro h
    have h0 : (E0 - hot.μ) / cold.T
        * (carnot hot cold - filterEfficiency hot cold E0) = 0 := by
      rw [← key]
      linarith
    rcases mul_eq_zero.mp h0 with h1 | h1
    · exact absurd h1 (div_ne_zero (sub_ne_zero.mpr hE) cold.T_pos.ne')
    · linarith
  · intro h
    rw [h, sub_self, mul_zero] at key
    linarith

/-- If all channels sit at one energy `E0 ≠ μh`, the power is the filter efficiency times
the heat current out of the hot reservoir. -/
theorem power_eq_efficiency_mul_heat (hot cold : Reservoir) {E0 : ℝ} (hE : E0 ≠ hot.μ)
    (j : ι → ℝ) :
    power hot cold j = filterEfficiency hot cold E0 * heatFlow hot (fun _ => E0) j := by
  have hne : E0 - hot.μ ≠ 0 := sub_ne_zero.mpr hE
  simp only [power, filterEfficiency, heatFlow, ← Finset.mul_sum]
  rw [← mul_assoc, div_mul_cancel₀ _ hne]

/-- First law: the heat out of the hot reservoir is the power plus the heat into the cold
reservoir, for any channel currents. -/
theorem first_law (hot cold : Reservoir) (ε j : ι → ℝ) :
    heatFlow hot ε j = power hot cold j + heatFlow cold ε j := by
  unfold heatFlow power
  rw [Finset.mul_sum, ← Finset.sum_add_distrib]
  exact Finset.sum_congr rfl fun i _ => by ring

/-- The Carnot value times the hot heat current, minus the power, is `Tc` times the
entropy production rate. -/
theorem carnot_deficit (hot cold : Reservoir) (ε j : ι → ℝ) :
    carnot hot cold * heatFlow hot ε j - power hot cold j
      = cold.T * entropyProduction hot cold ε j := by
  have hh : hot.T ≠ 0 := hot.T_pos.ne'
  have hc : cold.T ≠ 0 := cold.T_pos.ne'
  have hP : power hot cold j = heatFlow hot ε j - heatFlow cold ε j := by
    linarith [first_law hot cold ε j]
  rw [hP]
  unfold carnot entropyProduction
  field_simp
  ring

/-- Second law for Landauer currents with nonnegative weights: the entropy production rate
is nonnegative, and it vanishes exactly when every channel current vanishes. -/
theorem second_law (hot cold : Reservoir) (w ε : ι → ℝ) (hw : ∀ i, 0 ≤ w i) :
    0 ≤ entropyProduction hot cold ε (current hot cold w ε) ∧
      (entropyProduction hot cold ε (current hot cold w ε) = 0 ↔
        ∀ i, current hot cold w ε i = 0) := by
  -- entropy production is a sum of force times current over the channels
  have hsum : ∀ j : ι → ℝ, entropyProduction hot cold ε j
      = ∑ i, (reduced cold (ε i) - reduced hot (ε i)) * j i := by
    intro j
    unfold entropyProduction heatFlow reduced
    simp only [Finset.sum_div]
    rw [← Finset.sum_sub_distrib]
    exact Finset.sum_congr rfl fun i _ => by ring
  -- force and current have the same sign in every channel
  have hterm : ∀ i, 0 ≤ (reduced cold (ε i) - reduced hot (ε i))
      * current hot cold w ε i := by
    intro i
    rcases le_total (reduced hot (ε i)) (reduced cold (ε i)) with h | h
    · have h2 := mul_nonneg (sub_nonneg.mpr h)
        (mul_nonneg (hw i) (sub_nonneg.mpr (occ_strictAnti.antitone h)))
      unfold current fermi
      exact h2
    · have h2 := mul_nonneg (sub_nonneg.mpr h)
        (mul_nonneg (hw i) (sub_nonneg.mpr (occ_strictAnti.antitone h)))
      calc 0 ≤ _ := h2
        _ = _ := by unfold current fermi; ring
  rw [hsum]
  refine ⟨Finset.sum_nonneg fun i _ => hterm i, ?_, ?_⟩
  · intro h i
    have h' := (Finset.sum_eq_zero_iff_of_nonneg (fun i _ => hterm i)).mp h
    rcases mul_eq_zero.mp (h' i (Finset.mem_univ i)) with h1 | h1
    · have h2 : reduced cold (ε i) = reduced hot (ε i) := by linarith
      unfold current fermi
      rw [h2, sub_self, mul_zero]
    · exact h1
  · intro h
    exact Finset.sum_eq_zero fun i _ => by rw [h i, mul_zero]

/-- For `Tc < Th` and nonnegative weights, positive power implies a positive heat current
out of the hot reservoir and a ratio of power to that heat strictly below the Carnot value. -/
theorem engine_below_carnot (hot cold : Reservoir) (hT : cold.T < hot.T) (w ε : ι → ℝ)
    (hw : ∀ i, 0 ≤ w i) (hP : 0 < power hot cold (current hot cold w ε)) :
    0 < heatFlow hot ε (current hot cold w ε) ∧
      power hot cold (current hot cold w ε) / heatFlow hot ε (current hot cold w ε)
        < carnot hot cold := by
  obtain ⟨h0, hz⟩ := second_law hot cold w ε hw
  -- zero entropy production would mean zero currents and zero power
  have hσ : 0 < entropyProduction hot cold ε (current hot cold w ε) := by
    refine lt_of_le_of_ne h0 fun h => ?_
    have hall := hz.mp h.symm
    have hs : ∑ i, current hot cold w ε i = 0 := Finset.sum_eq_zero fun i _ => hall i
    unfold power at hP
    rw [hs, mul_zero] at hP
    exact lt_irrefl _ hP
  have hc : 0 < carnot hot cold := by
    have := (div_lt_one hot.T_pos).mpr hT
    unfold carnot
    linarith
  have hlt : power hot cold (current hot cold w ε)
      < carnot hot cold * heatFlow hot ε (current hot cold w ε) := by
    have h1 := mul_pos cold.T_pos hσ
    linarith [carnot_deficit hot cold ε (current hot cold w ε)]
  have hQ := (mul_pos_iff_of_pos_left hc).mp (lt_trans hP hlt)
  exact ⟨hQ, (div_lt_iff₀ hQ).mpr hlt⟩

/-- For `Tc < Th`, a single channel at `E0 > μh` with weight `g > 0` delivers positive
power if and only if its efficiency lies strictly between zero and the Carnot value. -/
theorem filter_generates_iff (hot cold : Reservoir) (hT : cold.T < hot.T) {E0 g : ℝ}
    (hE : hot.μ < E0) (hg : 0 < g) :
    0 < power hot cold (current hot cold (fun _ : Unit => g) (fun _ => E0)) ↔
      0 < filterEfficiency hot cold E0 ∧ filterEfficiency hot cold E0 < carnot hot cold := by
  have hpos : 0 < E0 - hot.μ := sub_pos.mpr hE
  have hP : power hot cold (current hot cold (fun _ : Unit => g) (fun _ => E0))
      = (cold.μ - hot.μ) * (g * (fermi hot E0 - fermi cold E0)) := by
    simp [power, current]
  have hmain := hot_exceeds_cold_iff_below_carnot hot cold hE
  have hc : 0 < carnot hot cold := by
    have := (div_lt_one hot.T_pos).mpr hT
    unfold carnot
    linarith
  rw [hP]
  constructor
  · intro h
    by_cases hμ : 0 < cold.μ - hot.μ
    · have h1 := (mul_pos_iff_of_pos_left hμ).mp h
      have h2 := (mul_pos_iff_of_pos_left hg).mp h1
      exact ⟨div_pos hμ hpos, hmain.mp (sub_pos.mp h2)⟩
    · -- for μc ≤ μh the current runs from hot to cold and no power is delivered
      exfalso
      have hle : cold.μ - hot.μ ≤ 0 := not_lt.mp hμ
      have hη : filterEfficiency hot cold E0 ≤ 0 := by
        unfold filterEfficiency
        exact (div_le_iff₀ hpos).mpr (by linarith)
      have hf := hmain.mpr (lt_of_le_of_lt hη hc)
      have hj := mul_pos hg (sub_pos.mpr hf)
      nlinarith [mul_nonneg (neg_nonneg.mpr hle) hj.le]
  · rintro ⟨h1, h2⟩
    have h3 : 0 < (cold.μ - hot.μ) / (E0 - hot.μ) := h1
    have h4 := (lt_div_iff₀ hpos).mp h3
    have hμ : 0 < cold.μ - hot.μ := by linarith
    exact mul_pos hμ (mul_pos hg (sub_pos.mpr (hmain.mpr h2)))

end

end EnergyFilterThermoelectric
```

```lean
#print axioms EnergyFilterThermoelectric.occupations_eq_iff_carnot
#print axioms EnergyFilterThermoelectric.power_eq_efficiency_mul_heat
#print axioms EnergyFilterThermoelectric.engine_below_carnot
#print axioms EnergyFilterThermoelectric.filter_generates_iff
```

```
'EnergyFilterThermoelectric.occupations_eq_iff_carnot' depends on axioms: [propext, Classical.choice, Quot.sound]
'EnergyFilterThermoelectric.power_eq_efficiency_mul_heat' depends on axioms: [propext, Classical.choice, Quot.sound]
'EnergyFilterThermoelectric.engine_below_carnot' depends on axioms: [propext, Classical.choice, Quot.sound]
'EnergyFilterThermoelectric.filter_generates_iff' depends on axioms: [propext, Classical.choice, Quot.sound]
```

## What the theorems state

With \(k_B = 1\), a reservoir \(r\) has temperature \(T_r > 0\), potential \(\mu_r\), reduced energy \(x_r(E) = (E-\mu_r)/T_r\) and occupation \(f_r(E) = 1/(1+e^{x_r(E)})\). Put
\[
\eta = \frac{\mu_c-\mu_h}{E_0-\mu_h}, \qquad \eta_C = 1-\frac{T_c}{T_h}.
\]
The theorem `hot_exceeds_cold_iff_below_carnot` says that for \(E_0 > \mu_h\),
\[
f_c(E_0) < f_h(E_0) \iff \eta < \eta_C .
\]
It has no hypothesis \(T_c < T_h\): the equivalence holds for any two positive temperatures, and `hot` and `cold` are only names there. The theorem `occupations_eq_iff_carnot` says that for \(E_0 \neq \mu_h\) the two occupations are equal exactly when \(\eta = \eta_C\). Both hypotheses exclude \(E_0 = \mu_h\), where the quotient defining \(\eta\) has no physical meaning.

The remaining theorems concern channels \(i\) with energies \(\varepsilon_i\) and particle currents \(j_i\), counted from hot to cold, with
\[
Q_r = \sum_i (\varepsilon_i-\mu_r)\, j_i, \qquad P = (\mu_c-\mu_h)\sum_i j_i, \qquad \sigma = \frac{Q_c}{T_c}-\frac{Q_h}{T_h}.
\]
Three identities hold for arbitrary real \(j_i\): \(Q_h = P + Q_c\) (`first_law`), \(\eta_C Q_h - P = T_c\sigma\) (`carnot_deficit`), and \(P = \eta Q_h\) when all channels sit at one \(E_0 \neq \mu_h\) (`power_eq_efficiency_mul_heat`). For the currents \(j_i = w_i\,(f_h(\varepsilon_i) - f_c(\varepsilon_i))\) with \(w_i \ge 0\), `second_law` gives \(\sigma \ge 0\), with \(\sigma = 0\) exactly when every \(j_i\) vanishes. If also \(T_c < T_h\) and \(P > 0\), `engine_below_carnot` gives \(Q_h > 0\) and \(P/Q_h < \eta_C\). For \(T_c < T_h\) and one channel at \(E_0 > \mu_h\) with weight \(g > 0\), `filter_generates_iff` gives \(P > 0\) exactly when \(0 < \eta < \eta_C\).

## The physics in the definitions

A `Reservoir` carries `T`, `μ` and the proof `T_pos` of positivity, so zero and negative temperatures are excluded by the type. The functions `reduced`, `occ` and `fermi` are \(x_r(E)\), \(x \mapsto 1/(1+e^x)\) and their composition \(f_r(E)\). The charge is absorbed in the potentials: an electron moved from hot to cold does work \(\mu_c-\mu_h\), and it removes heat \(E_0-\mu_h\) from the hot side, which makes `filterEfficiency` work over heat per electron. The same `heatFlow` is read as heat leaving when its reservoir is `hot` and as heat entering when it is `cold`.

The channels are indexed by a finite type `ι`, and the single filter uses the one-element type `Unit`. The weight `w i` stands for transmission probability times energy width, with constants such as Planck's absorbed; only its sign is restricted, so no upper limit on the transmission is imposed. The Landauer form of `current` and the expressions for heat, power and entropy production are definitions, not consequences of a scattering problem. Accordingly `first_law` is the bookkeeping identity these definitions satisfy. The model has elastic transport, two terminals, no phonon heat conduction and no energy integral, and nothing is said about linear-response coefficients or their symmetry.

The single filter idealises a resonant level so narrow that both occupations are nearly constant across its width; the width itself stays in the weight \(g\). A two-terminal Landauer integral for the particle current, evaluated on a finite energy grid with nonnegative quadrature weights and transmissions, is a sum of `current` over the grid points. If both heat currents are evaluated with the same grid, weights and transmissions, the calculation has \(\sigma \ge 0\) in exact arithmetic at any bias.

The following counter-examples are checked by hand and have no theorem in the file. With \(T_h = 2\), \(T_c = 1\), \(\mu_h = \mu_c = 0\) and \(E_0 = -1 < \mu_h\), one has \(\eta = 0 < \eta_C = 1/2\) but \(x_c = -1 < x_h = -1/2\), so \(f_c > f_h\) and the main equivalence fails. One channel with negative weight and \(x_c \neq x_h\) has \(\sigma < 0\). With \(T_h = 1\), \(T_c = 2\), \(\mu_h = 0\), \(\mu_c = -1\), \(E_0 = 2\) and \(g > 0\), one has \(x_c = 3/2 < x_h = 2\), so \(j < 0\), \(P = -j > 0\), \(Q_h = 2j < 0\) and \(\eta = -1/2\); both engine statements fail without \(T_c < T_h\).

## Why it is true

If \(x < y\) then \(0 < 1+e^x < 1+e^y\), and taking reciprocals reverses the inequality. This is `occ_strictAnti`, through `Real.exp_lt_exp` and `one_div_lt_one_div_of_lt`. A strictly decreasing function reverses order in both directions, which is `occ_lt_occ_iff`; hence \(f_c < f_h\) at \(E_0\) exactly when \(x_h < x_c\).

Write \(\Delta = E_0-\mu_h \neq 0\). Then \(E_0-\mu_c = \Delta-(\mu_c-\mu_h) = \Delta(1-\eta)\), and
\[
x_c-x_h = \frac{\Delta(1-\eta)}{T_c}-\frac{\Delta}{T_h} = \frac{\Delta}{T_c}\Big(1-\eta-\frac{T_c}{T_h}\Big) = \frac{\Delta}{T_c}\,(\eta_C-\eta).
\]
This is `reduced_gap`, where `field_simp` clears the denominators and `ring` compares polynomials. For \(\Delta > 0\) the prefactor is positive (`hpos`), so \(x_c-x_h\) and \(\eta_C-\eta\) have the same sign; `mul_pos_iff_of_pos_left` and `mul_pos` are the two directions of the main theorem. For the equality case, `occ_strictAnti.injective` reduces \(f_h = f_c\) to \(x_h = x_c\), and `mul_eq_zero` with \(\Delta/T_c \neq 0\) leaves \(\eta = \eta_C\).

With all channels at \(E_0\), \(Q_h = \Delta\sum_i j_i\) and \(\eta\Delta = \mu_c-\mu_h\), so \(P = \eta Q_h\). The first law is the termwise identity \(\varepsilon_i-\mu_h = (\mu_c-\mu_h)+(\varepsilon_i-\mu_c)\) multiplied by \(j_i\) and summed. Substituting \(P = Q_h-Q_c\), as `hP` does in `carnot_deficit`,
\[
\eta_C Q_h-P = Q_c-\frac{T_c}{T_h}Q_h = T_c\,\sigma .
\]

For the second law, dividing each heat sum by its temperature gives (`hsum`)
\[
\sigma = \sum_i \big(x_c(\varepsilon_i)-x_h(\varepsilon_i)\big)\, j_i .
\]
If \(x_h \le x_c\) in a channel then \(f_h \ge f_c\), and both factors are nonnegative because \(w_i \ge 0\); if \(x_c \le x_h\), both are nonpositive. These are the two branches of `le_total` in `hterm`. A sum of nonnegative terms is nonnegative and vanishes only if each term does (`Finset.sum_eq_zero_iff_of_nonneg`). A vanishing term has \(j_i = 0\) or \(x_c = x_h\), and the latter gives \(f_h = f_c\) and again \(j_i = 0\). Conversely, vanishing currents make every term zero.

Now let \(P > 0\) and \(T_c < T_h\). Then \(\sigma = 0\) would make all currents and hence \(P\) vanish, so \(\sigma > 0\) (`hσ`). The deficit identity gives \(0 < P < \eta_C Q_h\) (`hlt`), and \(\eta_C > 0\) (`hc`) then forces \(Q_h > 0\), so division by \(Q_h\) preserves the inequality.

For one channel, \(P = (\mu_c-\mu_h)\,g\,(f_h-f_c)\). Suppose \(P > 0\). If \(\mu_c > \mu_h\), then \(\eta > 0\) and \(f_h > f_c\), which is \(\eta < \eta_C\) by the main theorem. If \(\mu_c \le \mu_h\), then \(\eta \le 0 < \eta_C\), so the current is positive and \(P \le 0\), the contradiction closed by `nlinarith`. Conversely, \(\eta > 0\) gives \(\mu_c > \mu_h\) and \(\eta < \eta_C\) gives \(f_h > f_c\), so all three factors of \(P\) are positive.
